# Diffuse scattering from a finite periodic binary alloy on a rigid lattice is proportional to its short-range order spectrum

A periodic supercell of a disordered A–B alloy, with its atoms fixed on the sites of a rigid lattice, scatters X-rays or neutrons between the Bragg peaks of that lattice. How much of this diffuse intensity is fixed by composition, and how much by the arrangement of the atoms?

## Sites, composition and order parameters

The $N$ sites form a finite abelian group $G$, for example a supercell with one site per primitive cell and periodic boundaries. A wavevector $k$ compatible with the supercell gives a character $\chi(i)=e^{ik\cdot R_i}$, where $R_i$ is the position of site $i$ relative to site $0$. In Lean it is an element of `AddChar G ℂ`. The trivial character, written `1`, stands for the Bragg positions of the underlying lattice.

```lean
import Mathlib

open ComplexConjugate
open scoped ComplexOrder

namespace ShortRangeOrderScattering

noncomputable section

variable {G : Type*} [AddCommGroup G] [Fintype G]
```

The occupation $c_i$ is 1 for an A atom and 0 for a B atom. The composition is computed from it: $x=\frac1N\sum_i c_i$.

```lean
/-- The composition: the mean occupation of the sites by species A. -/
def conc (c : G → ℝ) : ℝ := (∑ i, c i) / Fintype.card G
```

With fluctuations $u_i=c_i-x$, the order parameter at separation $r$ is
$$\alpha(r)=\frac{\sum_i u_i\,u_{i+r}}{N\,x(1-x)}.$$

```lean
/-- The short-range order parameter at separation `r`, the normalised pair correlation of
composition fluctuations. Its domain is compositions other than 0 and 1. -/
def sro (c : G → ℝ) (r : G) : ℝ :=
  (∑ i, (c i - conc c) * (c (i + r) - conc c)) /
    (Fintype.card G * (conc c * (1 - conc c)))
```

Its spectrum is $\hat\alpha(\chi)=\sum_r\alpha(r)\chi(r)$, with no prefactor.

```lean
/-- The short-range order spectrum: the Fourier sum of the order parameters, for compositions
other than 0 and 1. -/
def sroHat (c : G → ℝ) (χ : AddChar G ℂ) : ℂ := ∑ r, (sro c r : ℂ) * χ r
```

The complex scattering factors $f_A$ and $f_B$ give the amplitude $F(\chi)=\sum_i[f_Ac_i+f_B(1-c_i)]\chi(i)$. This is single scattering from one static configuration on a rigid lattice, without atomic displacements or thermal averaging. For neutrons, $f_A$ and $f_B$ are the coherent nuclear scattering lengths, and the incoherent scattering from isotopes and nuclear spins is left out.

```lean
/-- The scattering amplitude of the alloy with scattering factors `fA` and `fB`. -/
def amplitude (fA fB : ℂ) (c : G → ℝ) (χ : AddChar G ℂ) : ℂ :=
  ∑ i, (fA * c i + fB * (1 - c i)) * χ i
```

## The power spectrum of the fluctuations

By the definition of the mean, $\sum_i u_i=\sum_i c_i-Nx=0$.

```lean
/-- The deviations of the occupations from the composition sum to zero. -/
theorem sum_fluctuation (c : G → ℝ) : ∑ i, (c i - conc c) = 0 := by
  have hN : (Fintype.card G : ℝ) ≠ 0 := by exact_mod_cast Fintype.card_ne_zero
  have h : (Fintype.card G : ℝ) * conc c = ∑ i, c i := by
    unfold conc
    field_simp
  rw [Finset.sum_sub_distrib, Finset.sum_const, Finset.card_univ, nsmul_eq_mul, h, sub_self]
```

Since $N i=0$ in $G$, we have $\chi(i)^N=\chi(Ni)=\chi(0)=1$. Hence $|\chi(i)|=1$ and $\overline{\chi(i)}\,\chi(i)=1$.

```lean
/-- Every phase factor of a character on a finite group has unit modulus. -/
theorem conj_mul_phase (χ : AddChar G ℂ) (i : G) : conj (χ i) * χ i = 1 := by
  have h : χ i ^ Fintype.card G = 1 := by
    rw [← AddChar.map_nsmul_eq_pow, card_nsmul_eq_zero, AddChar.map_zero_eq_one]
  have hn : ‖χ i‖ = 1 :=
    (pow_eq_one_iff_of_nonneg (norm_nonneg _) Fintype.card_ne_zero).1
      (by rw [← norm_pow, h, norm_one])
  rw [Complex.conj_mul', hn]
  norm_num
```

It follows that $\chi(r)=\overline{\chi(i)}\,\chi(i+r)$. For any real field $u$, setting $j=i+r$ gives
$$\sum_r\sum_i u_iu_{i+r}\chi(r)=\sum_i\overline{u_i\chi(i)}\sum_j u_j\chi(j)=\Big|\sum_i u_i\chi(i)\Big|^2.$$
In the proof, `hs` makes the change of variable, `linear_combination` inserts the unit modulus, and `Finset.sum_comm` exchanges the two sums.

```lean
/-- Wiener–Khinchin on a finite group: the Fourier sum of the autocorrelation of a real field
is the squared modulus of the Fourier sum of the field. -/
theorem wiener_khinchin (u : G → ℝ) (χ : AddChar G ℂ) :
    ∑ r, ((∑ i, u i * u (i + r) : ℝ) : ℂ) * χ r
      = ((‖∑ i, (u i : ℂ) * χ i‖ ^ 2 : ℝ) : ℂ) := by
  have step : ∀ i, ∑ r, (u i : ℂ) * (u (i + r) : ℂ) * χ r
      = conj ((u i : ℂ) * χ i) * ∑ j, (u j : ℂ) * χ j := by
    intro i
    -- shift the summation from the separation to the second site
    have hs : ∑ r, (u (i + r) : ℂ) * χ (i + r) = ∑ j, (u j : ℂ) * χ j :=
      Equiv.sum_comp (Equiv.addLeft i) (fun j => (u j : ℂ) * χ j)
    rw [← hs, Finset.mul_sum]
    refine Finset.sum_congr rfl fun r _ => ?_
    rw [map_mul, Complex.conj_ofReal, AddChar.map_add_eq_mul]
    linear_combination (-(u i : ℂ) * (u (i + r) : ℂ) * χ r) * conj_mul_phase χ i
  push_cast
  simp_rw [Finset.sum_mul]
  rw [Finset.sum_comm, Finset.sum_congr rfl (fun i _ => step i), ← Finset.sum_mul,
    ← map_sum, Complex.conj_mul']
```

Applied to the composition fluctuations, this gives
$$N\,x(1-x)\,\hat\alpha(\chi)=\Big|\sum_i u_i\chi(i)\Big|^2.$$
The condition $0<x<1$ makes the normalisation nonzero (`hD`), so the definition of $\alpha$ can be multiplied out.

```lean
/-- For a composition strictly between 0 and 1, the short-range order spectrum times
`N x (1 - x)` is the power spectrum of the composition fluctuations. -/
theorem sroHat_power (c : G → ℝ) (h0 : 0 < conc c) (h1 : conc c < 1) (χ : AddChar G ℂ) :
    ((Fintype.card G * (conc c * (1 - conc c)) : ℝ) : ℂ) * sroHat c χ
      = ((‖∑ i, ((c i - conc c : ℝ) : ℂ) * χ i‖ ^ 2 : ℝ) : ℂ) := by
  have hD : (Fintype.card G : ℝ) * (conc c * (1 - conc c)) ≠ 0 :=
    mul_ne_zero (by exact_mod_cast Fintype.card_ne_zero)
      (mul_pos h0 (by linarith)).ne'
  rw [← wiener_khinchin (fun i => c i - conc c) χ, sroHat, Finset.mul_sum]
  refine Finset.sum_congr rfl fun r _ => ?_
  have h : ∑ i, (c i - conc c) * (c (i + r) - conc c)
      = sro c r * (Fintype.card G * (conc c * (1 - conc c))) := (div_eq_iff hD).1 rfl
  rw [h]
  push_cast
  ring
```

## Intensity away from the Bragg positions

Separate the average scatterer from the fluctuations:
$$f_Ac_i+f_B(1-c_i)=(f_A-f_B)u_i+\big[f_B+(f_A-f_B)x\big].$$
The bracket is the same at every site, and $\sum_i\chi(i)=0$ for nontrivial $\chi$. So $F(\chi)=(f_A-f_B)\sum_i u_i\chi(i)$, and the previous identity yields
$$\frac{|F(\chi)|^2}{N}=x(1-x)\,|f_A-f_B|^2\,\hat\alpha(\chi).$$
The proof obtains the split as `hsplit` and the reduced amplitude as `hamp`. It does not use $c_i\in\{0,1\}$, so the identity also holds for any real $c_i$ with $0<x<1$. If the $c_i$ are ensemble averages, $|F|^2$ is the squared modulus of the mean amplitude, not the mean intensity.

```lean
/-- At a nontrivial character the intensity per site is `x (1 - x) |fA - fB|²` times the
short-range order spectrum, for any real occupations with mean `x` strictly between 0 and 1. -/
theorem diffuse_intensity (fA fB : ℂ) (c : G → ℝ) (h0 : 0 < conc c) (h1 : conc c < 1)
    {χ : AddChar G ℂ} (hχ : χ ≠ 1) :
    ((‖amplitude fA fB c χ‖ ^ 2 / Fintype.card G : ℝ) : ℂ)
      = ((conc c * (1 - conc c) * ‖fA - fB‖ ^ 2 : ℝ) : ℂ) * sroHat c χ := by
  have hN : (Fintype.card G : ℂ) ≠ 0 := by exact_mod_cast Fintype.card_ne_zero
  -- the uniform background does not scatter at a nontrivial character
  have hamp : amplitude fA fB c χ
      = (fA - fB) * ∑ i, ((c i - conc c : ℝ) : ℂ) * χ i := by
    have hsplit : amplitude fA fB c χ
        = (fA - fB) * ∑ i, ((c i - conc c : ℝ) : ℂ) * χ i
          + (fB + (fA - fB) * conc c) * ∑ i, χ i := by
      rw [amplitude, Finset.mul_sum, Finset.mul_sum, ← Finset.sum_add_distrib]
      refine Finset.sum_congr rfl fun i _ => ?_
      push_cast
      ring
    rw [hsplit, AddChar.sum_eq_zero_of_ne_one hχ, mul_zero, add_zero]
  have h := sroHat_power c h0 h1 χ
  rw [hamp, norm_mul, mul_pow]
  push_cast at h ⊢
  rw [div_eq_iff hN]
  linear_combination (-(‖fA - fB‖ : ℂ) ^ 2) * h
```

## Sum rule for a binary alloy

Definite occupations satisfy $c_i^2=c_i$, and therefore
$$u_i^2=(1-2x)u_i+x(1-x).$$
Summing over sites removes the first term and leaves $N\,x(1-x)$, so $\alpha(0)=1$. Lean checks the pointwise identity separately for $c_i=0$ and $c_i=1$.

```lean
/-- If every site has occupation 1 (an A atom) or 0 (a B atom), and both species are present, the
order parameter at zero separation is one. -/
theorem sro_zero (c : G → ℝ) (hc : ∀ i, c i = 0 ∨ c i = 1)
    (h0 : 0 < conc c) (h1 : conc c < 1) : sro c 0 = 1 := by
  have hD : (Fintype.card G : ℝ) * (conc c * (1 - conc c)) ≠ 0 :=
    mul_ne_zero (by exact_mod_cast Fintype.card_ne_zero)
      (mul_pos h0 (by linarith)).ne'
  have h : ∀ i, (c i - conc c) * (c (i + 0) - conc c)
      = (1 - 2 * conc c) * (c i - conc c) + conc c * (1 - conc c) := by
    intro i
    rw [add_zero]
    rcases hc i with h | h <;> rw [h] <;> ring
  rw [sro, div_eq_one_iff_eq hD, Finset.sum_congr rfl (fun i _ => h i),
    Finset.sum_add_distrib, ← Finset.mul_sum, sum_fluctuation, Finset.sum_const,
    Finset.card_univ, nsmul_eq_mul]
  ring
```

The main theorem assumes occupations 0 or 1 (`hc`) and both species present (`h0`, `h1`). It states the intensity law together with three properties of the spectrum:

- $\hat\alpha(\chi)$ is real and nonnegative, being a squared modulus over a positive number. The complex inequality `0 ≤ sroHat c χ` expresses both facts.
- $\hat\alpha(1)=0$, because $\sum_i u_i=0$.
- $\hat\alpha$ averages to one over all characters. The sum $\sum_\chi\chi(r)$ is $N$ at $r=0$ and zero otherwise, so $\sum_\chi\hat\alpha(\chi)=N\alpha(0)=N$, and there are $N$ characters.

```lean
/-- For a binary alloy with both species present, the short-range order spectrum gives the
intensity at every nontrivial character, is real and nonnegative, vanishes at the trivial
character and averages to one over all characters. -/
theorem short_range_order_scattering (fA fB : ℂ) (c : G → ℝ)
    (hc : ∀ i, c i = 0 ∨ c i = 1) (h0 : 0 < conc c) (h1 : conc c < 1) :
    (∀ χ : AddChar G ℂ, χ ≠ 1 →
      ((‖amplitude fA fB c χ‖ ^ 2 / Fintype.card G : ℝ) : ℂ)
        = ((conc c * (1 - conc c) * ‖fA - fB‖ ^ 2 : ℝ) : ℂ) * sroHat c χ) ∧
    (∀ χ : AddChar G ℂ, 0 ≤ sroHat c χ) ∧
    sroHat c 1 = 0 ∧
    (∑ χ : AddChar G ℂ, sroHat c χ) / Fintype.card (AddChar G ℂ) = 1 := by
  classical
  have hN : (Fintype.card G : ℂ) ≠ 0 := by exact_mod_cast Fintype.card_ne_zero
  have hD : 0 < (Fintype.card G : ℝ) * (conc c * (1 - conc c)) :=
    mul_pos (by exact_mod_cast Fintype.card_pos) (mul_pos h0 (by linarith))
  have hDC := Complex.ofReal_ne_zero.2 hD.ne'
  refine ⟨fun χ hχ => diffuse_intensity fA fB c h0 h1 hχ, fun χ => ?_, ?_, ?_⟩
  · -- a squared modulus over a positive number
    have h : sroHat c χ = ((‖∑ i, ((c i - conc c : ℝ) : ℂ) * χ i‖ ^ 2 /
        (Fintype.card G * (conc c * (1 - conc c))) : ℝ) : ℂ) := by
      rw [Complex.ofReal_div, eq_div_iff hDC, mul_comm]
      exact sroHat_power c h0 h1 χ
    rw [h]
    exact Complex.zero_le_real.2 (div_nonneg (sq_nonneg _) hD.le)
  · have hs : ∑ i, ((c i - conc c : ℝ) : ℂ) * (1 : AddChar G ℂ) i = 0 := by
      simp only [AddChar.one_apply, mul_one]
      rw [← Complex.ofReal_sum, sum_fluctuation, Complex.ofReal_zero]
    have h := sroHat_power c h0 h1 1
    rw [hs, norm_zero, zero_pow two_ne_zero, Complex.ofReal_zero] at h
    exact (mul_eq_zero.1 h).resolve_left hDC
  · -- orthogonality of characters keeps only zero separation
    have h : ∑ χ : AddChar G ℂ, sroHat c χ
        = ∑ r, (sro c r : ℂ) * ∑ χ : AddChar G ℂ, χ r := by
      simp only [sroHat, Finset.mul_sum]
      exact Finset.sum_comm
    have h' : ∑ χ : AddChar G ℂ, sroHat c χ = Fintype.card G := by
      rw [h]
      simp [AddChar.sum_apply_eq_ite, sro_zero c hc h0 h1]
    rw [h', AddChar.card_eq, div_self hN]
```

Summing the intensity law over nontrivial characters, and using $\hat\alpha(1)=0$ to include the missing term, gives
$$\sum_{\chi\ne1}\frac{|F(\chi)|^2}{N}=N\,x(1-x)\,|f_A-f_B|^2.$$
The sum takes one wavevector per nontrivial character and the same $f_A$ and $f_B$ at each, as for nuclear neutron scattering lengths. At fixed composition, rearranging the atoms can then redistribute the diffuse intensity among these wavevectors but leaves its total unchanged. X-ray scattering factors vary with wavevector, so there the conserved total is that of the intensity divided by $|f_A-f_B|^2$, provided this is nonzero at each wavevector. For simulations of a rigid-lattice binary supercell, including quasirandom structures, this provides a check on a computed diffuse pattern. In Lean, `erase 1` removes the trivial character from the sum.

```lean
open scoped Classical in
/-- For a binary alloy with both species present, and scattering factors that are the same at every
character, the intensity per site summed over all nontrivial characters is `N x (1 - x) |fA - fB|²`.
-/
theorem total_diffuse_intensity (fA fB : ℂ) (c : G → ℝ)
    (hc : ∀ i, c i = 0 ∨ c i = 1) (h0 : 0 < conc c) (h1 : conc c < 1) :
    ∑ χ ∈ (Finset.univ : Finset (AddChar G ℂ)).erase 1,
        ‖amplitude fA fB c χ‖ ^ 2 / Fintype.card G
      = Fintype.card G * (conc c * (1 - conc c) * ‖fA - fB‖ ^ 2) := by
  obtain ⟨hI, -, hz, hav⟩ := short_range_order_scattering fA fB c hc h0 h1
  have hN : (Fintype.card G : ℂ) ≠ 0 := by exact_mod_cast Fintype.card_ne_zero
  rw [AddChar.card_eq, div_eq_iff hN, one_mul] at hav
  apply Complex.ofReal_injective
  rw [Complex.ofReal_sum,
    Finset.sum_congr rfl (fun χ hχ => hI χ (Finset.ne_of_mem_erase hχ)),
    ← Finset.mul_sum, Finset.sum_erase _ hz, hav]
  push_cast
  ring

end

end ShortRangeOrderScattering
```

```lean
#print axioms ShortRangeOrderScattering.short_range_order_scattering
#print axioms ShortRangeOrderScattering.total_diffuse_intensity
```

```
'ShortRangeOrderScattering.short_range_order_scattering' depends on axioms: [propext, Classical.choice, Quot.sound]
'ShortRangeOrderScattering.total_diffuse_intensity' depends on axioms: [propext, Classical.choice, Quot.sound]
```
